# The Lorentz commutation relations hold for every symmetric metric, even a degenerate one

A spaceship that is boosted slightly along x and then along y does not end up in the same frame as one boosted in the opposite order: to leading order, the two frames differ by a rotation. That rotation is given by the commutator of two boost generators, and the theorems below compute it from the metric alone.

In Lean 4 with Mathlib:

```lean
import Mathlib

open Matrix

namespace LorentzGenerators

variable {n R : Type*} [Fintype n] [DecidableEq n] [CommRing R]

/-- The generator `M_ab` belonging to the metric `g`, with entries
`(M_ab)_cd = δ_ca g_bd - δ_cb g_ad`. -/
def generator (g : Matrix n n R) (a b : n) : Matrix n n R :=
  Matrix.of fun c d =>
    (if c = a then 1 else 0) * g b d - (if c = b then 1 else 0) * g a d

/-- The Minkowski metric `diag(-1, 1, …, 1)` with one time and `m` space dimensions. -/
def minkowski (m : ℕ) : Matrix (Fin (m + 1)) (Fin (m + 1)) ℝ :=
  Matrix.diagonal fun k => if k = 0 then -1 else 1

/-- Multiplying a matrix `X` by `M_ab` from the right picks out the columns `a` and `b`
of `X` and the rows `b` and `a` of the metric. -/
theorem mul_generator_apply (g X : Matrix n n R) (a b p q : n) :
    (X * generator g a b) p q = X p a * g b q - X p b * g a q := by
  simp [Matrix.mul_apply, generator, mul_sub, Finset.sum_sub_distrib]

/-- For a symmetric metric `g`, each generator preserves `g` to first order:
`M_abᵀ g + g M_ab = 0`. -/
theorem generator_preserves_metric {g : Matrix n n R} (hg : g.IsSymm) (a b : n) :
    (generator g a b)ᵀ * g + g * generator g a b = 0 := by
  have s : ∀ i j, g i j = g j i := fun i j => hg.apply j i
  -- the first term is the transpose of the second
  have ht : (generator g a b)ᵀ * g = (g * generator g a b)ᵀ := by
    rw [Matrix.transpose_mul, hg.eq]
  rw [ht]
  ext c d
  simp only [Matrix.add_apply, Matrix.transpose_apply, mul_generator_apply,
    Matrix.zero_apply]
  rw [s d a, s d b, s c a, s c b]
  ring

/-- The Lorentz algebra for an arbitrary symmetric metric `g`:
`[M_ab, M_cd] = g_bc M_ad - g_ac M_bd - g_bd M_ac + g_ad M_bc`. -/
theorem generator_commutator {g : Matrix n n R} (hg : g.IsSymm) (a b c d : n) :
    generator g a b * generator g c d - generator g c d * generator g a b =
      g b c • generator g a d - g a c • generator g b d
        - g b d • generator g a c + g a d • generator g b c := by
  have s : ∀ i j, g i j = g j i := fun i j => hg.apply j i
  ext p q
  -- evaluate both products, then insert the entries of the generators
  simp only [Matrix.sub_apply, Matrix.add_apply, Matrix.smul_apply, smul_eq_mul,
    mul_generator_apply]
  simp only [generator, Matrix.of_apply]
  rw [s d a, s c a, s d b, s c b]
  ring

/-- A superposition of generators with coefficients `A_ab` is the antisymmetric
combination `A - Aᵀ` multiplied by the metric. -/
theorem sum_smul_generator (g A : Matrix n n R) :
    ∑ a, ∑ b, A a b • generator g a b = (A - Aᵀ) * g := by
  ext p q
  have h1 : ∑ a, ∑ b, A a b * ((if p = a then 1 else 0) * g b q)
      = ∑ b, A p b * g b q := by
    rw [Finset.sum_comm]
    simp
  have h2 : ∑ a, ∑ b, A a b * ((if p = b then 1 else 0) * g a q)
      = ∑ a, A a p * g a q := by
    simp
  simp only [Matrix.sum_apply, Matrix.smul_apply, smul_eq_mul, generator,
    Matrix.of_apply, mul_sub, Finset.sum_sub_distrib, h1, h2, sub_mul,
    Matrix.sub_apply, Matrix.mul_apply, Matrix.transpose_apply]

/-- Completeness: if the symmetric metric `g` has the inverse `h`, then twice any matrix `X`
that preserves `g` to first order is the superposition of the generators `M_ab` with
coefficients `(X h)_ab`. -/
theorem generators_complete {g h X : Matrix n n R} (hg : g.IsSymm) (hgh : g * h = 1)
    (hX : Xᵀ * g + g * X = 0) :
    (2 : R) • X = ∑ a, ∑ b, (X * h) a b • generator g a b := by
  have hhg : h * g = 1 := mul_eq_one_comm.mp hgh
  -- the inverse metric is symmetric
  have hs : hᵀ = h := by
    have h1 : hᵀ * g = 1 := by
      have h2 := congrArg Matrix.transpose hgh
      rwa [Matrix.transpose_mul, hg.eq, Matrix.transpose_one] at h2
    calc hᵀ = hᵀ * (g * h) := by rw [hgh, mul_one]
      _ = (hᵀ * g) * h := by rw [mul_assoc]
      _ = h := by rw [h1, one_mul]
  -- with its second index raised, `X` is antisymmetric
  have hA : (X * h)ᵀ = -(X * h) := by
    calc (X * h)ᵀ = h * Xᵀ := by rw [Matrix.transpose_mul, hs]
      _ = h * Xᵀ * (g * h) := by rw [hgh, mul_one]
      _ = h * (Xᵀ * g) * h := by noncomm_ring
      _ = h * (-(g * X)) * h := by rw [eq_neg_of_add_eq_zero_left hX]
      _ = -((h * g) * (X * h)) := by noncomm_ring
      _ = -(X * h) := by rw [hhg, one_mul]
  have hXg : X * h * g = X := by rw [mul_assoc, hhg, mul_one]
  rw [sum_smul_generator, hA, sub_neg_eq_add, add_mul, hXg, two_smul]

/-- The Minkowski metric is symmetric and its own inverse, and the boost generator `M_0i′`, with
`i′ = i.succ` the position of space axis `i`, preserves it to first order and has the entry `1` in
row `0` and column `i′`. -/
theorem minkowski_witness (m : ℕ) (i : Fin m) :
    (minkowski m).IsSymm ∧ minkowski m * minkowski m = 1 ∧
      (generator (minkowski m) 0 i.succ)ᵀ * minkowski m
        + minkowski m * generator (minkowski m) 0 i.succ = 0 ∧
      generator (minkowski m) 0 i.succ 0 i.succ = 1 := by
  have hs : (minkowski m).IsSymm := Matrix.diagonal_transpose _
  refine ⟨hs, ?_, generator_preserves_metric hs _ _, ?_⟩
  · unfold minkowski
    rw [Matrix.diagonal_mul_diagonal, ← Matrix.diagonal_one]
    congr 1
    funext k
    by_cases hk : k = 0 <;> simp [hk]
  · simp [generator, minkowski, (Fin.succ_ne_zero i).symm]

/-- In Minkowski space with metric `diag(-1, 1, …, 1)`, the commutator of the boost generators along
the space axes `i` and `j` is `M_i′j′`, where `i′ = i.succ` and `j′ = j.succ`. This is a rotation
generator if `i ≠ j` and zero if `i = j`. -/
theorem boost_commutator (m : ℕ) (i j : Fin m) :
    generator (minkowski m) 0 i.succ * generator (minkowski m) 0 j.succ
        - generator (minkowski m) 0 j.succ * generator (minkowski m) 0 i.succ
      = generator (minkowski m) i.succ j.succ := by
  have hs : (minkowski m).IsSymm := Matrix.diagonal_transpose _
  have h00 : minkowski m 0 0 = -1 := by simp [minkowski]
  have hi0 : minkowski m i.succ 0 = 0 :=
    Matrix.diagonal_apply_ne _ (Fin.succ_ne_zero i)
  have h0j : minkowski m 0 j.succ = 0 :=
    Matrix.diagonal_apply_ne _ (Fin.succ_ne_zero j).symm
  have hM : generator (minkowski m) 0 0 = 0 := by
    ext p q
    simp [generator]
  -- only the term with the time-time component of the metric survives
  rw [generator_commutator hs, hi0, h00, h0j, hM]
  simp only [zero_smul, neg_smul, one_smul, smul_zero, zero_sub, neg_neg, sub_zero,
    add_zero]

end LorentzGenerators
```

## Generators with one index up and one down

A linear change of frame Λ preserves a metric g if Λᵀ g Λ = g. For Λ = 1 + εX with small ε, the terms of first order in ε give

Xᵀ g + g X = 0.

A matrix X with this property is an infinitesimal symmetry of g. The definition `generator g a b` supplies one such matrix M_ab for each pair of labels a, b:

(M_ab)_cd = δ_ca g_bd − δ_cb g_ad.

The row index c corresponds to an upper spacetime index and the column index d to a lower one, so M_ab acts on the components of ordinary (contravariant) vectors. The matrices carry no factor of the imaginary unit, unlike the Hermitian generators common in quantum mechanics.

The metric is a square matrix `g` with entries in a commutative ring `R`, and its indices run over a finite type `n`. Real entries and four index values give the usual case. The hypothesis `hg : g.IsSymm` says g_ab = g_ba, as the usual definition of a metric requires. It is the only condition on g in `generator_preserves_metric`, which states the invariance of g under every M_ab, and in `generator_commutator`, which states

[M_ab, M_cd] = g_bc M_ad − g_ac M_bd − g_bd M_ac + g_ad M_bc.

The commutator is written out in the code as a difference of two matrix products, and `•` multiplies a matrix by a number.

`generators_complete` has a further hypothesis, `hgh : g * h = 1`: the metric has an inverse h. For a real metric this means that g is not degenerate: no vector except zero is orthogonal to every vector, itself included. Then every infinitesimal symmetry X satisfies

2X = Σ_a Σ_b (Xh)_ab M_ab.

Over the real numbers one may divide by 2, so there are no infinitesimal symmetries besides superpositions of the M_ab. For the Minkowski metric with three space dimensions, the M_ab with a ≠ b generate the boosts and rotations.

The definition `minkowski m` fixes the signature: −1 for time, +1 for each of m space dimensions, in units in which the speed of light is 1. Index 0 is time. Space axes are numbered by i from 0 to m − 1, and `i.succ` is the position of axis i in the spacetime matrix; I write i′ and j′ for `i.succ` and `j.succ`. The theorem `boost_commutator` then reads

[M_0i′, M_0j′] = M_i′j′.

With x, y, z at positions 1, 2, 3, the matrix M_12 has +1 in row 1, column 2 and −1 in row 2, column 1. It is minus the usual real generator of counter-clockwise rotations about z.

All this concerns generators. The step to frames moving at finite relative velocity is the matrix exponential, which the theorems do not treat.

Let γ_a be Dirac matrices with γ_a γ_b + γ_b γ_a = 2g_ab, for the same metric g. The matrices ¼(γ_a γ_b − γ_b γ_a) that generate the Lorentz transformations of an electron's Dirac spinor then obey the same commutation relations, although the theorems here treat only the matrices acting on vectors. The boost commutator is also the source of Thomas precession, which contributes to spin–orbit coupling in atoms; here it appears only at the infinitesimal level.

## Invariance and commutator, entry by entry

Everything starts from one product. For any matrix X, the Kronecker deltas collapse the sum over the intermediate index:

(X M_ab)_pq = Σ_c X_pc (δ_ca g_bq − δ_cb g_aq) = X_pa g_bq − X_pb g_aq.

This is `mul_generator_apply`, where `simp` carries out the sum.

For the invariance, put X = g:

(g M_ab)_cd = g_ca g_bd − g_cb g_ad.

Exchanging c and d and using the symmetry of g turns this expression into its negative, so g M_ab is antisymmetric. Since gᵀ = g, the other term M_abᵀ g is the transpose of g M_ab, and the two add to zero. In the code, `ht` identifies the transpose, the rewrites with `s` put the indices of g into a common order, and `ring` cancels the terms.

For the commutator, apply the product formula with X = M_ab and insert the entries of M_ab:

(M_ab M_cd)_pq = (δ_pa g_bc − δ_pb g_ac) g_dq − (δ_pa g_bd − δ_pb g_ad) g_cq.

The opposite order gives

(M_cd M_ab)_pq = (δ_pc g_da − δ_pd g_ca) g_bq − (δ_pc g_db − δ_pd g_cb) g_aq.

Subtract, and use symmetry to collect the terms with g_bc:

g_bc (δ_pa g_dq − δ_pd g_aq) = g_bc (M_ad)_pq.

The terms with g_ac, g_bd and g_ad combine in the same way into −g_ac M_bd, −g_bd M_ac and g_ad M_bc. The first `simp only` in the proof evaluates the products, the second inserts the entries, and `ring` does the collecting after the rewrites with `s`.

Symmetry matters in both results. Take two index values 0 and 1, with g_01 = 1 and all other entries zero. Then M_01 has the single nonzero entry −1 in row 1, column 1, and M_01ᵀ g + g M_01 has the entry −1 in row 0, column 1. The commutator of M_01 with itself is zero, but the right-hand side of the formula is g_01 M_10 = −M_01, which is not. Neither statement is therefore true for arbitrary g.

## Recovering a symmetry from its antisymmetric coefficients

For a superposition with coefficients A_ab, each delta removes one sum:

Σ_a Σ_b A_ab (M_ab)_pq = Σ_b A_pb g_bq − Σ_a A_ap g_aq = ((A − Aᵀ) g)_pq.

This is `sum_smul_generator`; `h1` and `h2` evaluate the two terms.

Now let X be an infinitesimal symmetry. The matrix Xh is X with its second index raised. The inverse h works from both sides and is symmetric because g is (`hhg` and `hs`). Multiplying Xᵀ g = −g X by h from the left and from the right gives

h Xᵀ = −X h.

The left side is (Xh)ᵀ, so Xh is antisymmetric; this is the calculation in `hA`. Choosing A = Xh in the superposition formula yields

(Xh − (Xh)ᵀ) g = 2 X h g = 2X.

The factor 2 arises because the double sum meets each pair of labels twice, once as a, b and once as b, a.

## The commutator of two boost generators

Set a = 0, b = i′, c = 0 and d = j′ in the general commutator:

[M_0i′, M_0j′] = g_i′0 M_0j′ − g_00 M_i′j′ − g_i′j′ M_00 + g_0j′ M_i′0.

The first and last terms vanish because the Minkowski metric is diagonal, and the third because M_00 = 0. With g_00 = −1 the second term is M_i′j′. The facts `hi0`, `h00`, `h0j` and `hM` supply these values. The sign of the rotation thus comes from the opposite signs of time and space in the metric. For i = j both sides are zero.

The theorem `minkowski_witness` confirms that the completeness result applies to this metric, with h = g, and to a boost generator that is not zero: its entry in row 0, column i′ is 1.

The smallest case with a boost is m = 1. There M_01 is the matrix with rows (0, 1) and (1, 0), which mixes time and the single space coordinate symmetrically. By completeness, every real infinitesimal symmetry is a multiple of it, so one space dimension has boosts but no rotations.

```lean
#print axioms LorentzGenerators.generator_commutator
#print axioms LorentzGenerators.generators_complete
#print axioms LorentzGenerators.boost_commutator
```

```
'LorentzGenerators.generator_commutator' depends on axioms: [propext, Classical.choice, Quot.sound]
'LorentzGenerators.generators_complete' depends on axioms: [propext, Classical.choice, Quot.sound]
'LorentzGenerators.boost_commutator' depends on axioms: [propext, Classical.choice, Quot.sound]
```
